# The nonlinear Thomas–Fermi equation on a finite graph: a unique potential, monotone in the source

Let $L$ be the Laplacian of a finite graph with nonnegative weights, and let $f$ be a continuous, strictly increasing function from the real numbers onto the real numbers. Then the equation
$$(L\varphi)_i + f(\varphi_i) = \rho_i \quad\text{at every vertex } i$$
has exactly one real solution $\varphi$ for every real source $\rho$, and raising the source at any vertices never lowers the potential anywhere.

The physical problem is the screening of a fixed positive charge by an electron gas. In Thomas–Fermi theory the electron density at a point depends only on the local Fermi energy $\varphi$, which is the chemical potential minus the potential energy of an electron there. Poisson's equation then reads $-\nabla^2\varphi + c\,\varphi^{3/2} = \rho$. Here $\rho$ is the positive background charge density times $4\pi$, not the electron density that the letter often denotes. The term $c\,\varphi^{3/2}$ is $4\pi$ times the electron density, with $c = 8\sqrt2/(3\pi)$ in Hartree atomic units for an unpolarised gas. On a grid with nearest-neighbour differences, $L$ takes the place of $-\nabla^2$. For this finite grid model, the result means that a self-consistent calculation has only one nonnegative potential to converge to, whatever the starting guess.

## Comparing two potentials where they differ most

Write $w_{ij}\ge 0$ for the weights and $(L\varphi)_i=\sum_j w_{ij}(\varphi_i-\varphi_j)$. Symmetry of the weights is not used.

Suppose $\varphi-\psi$ is largest at vertex $i$. Then $\varphi_j-\psi_j\le\varphi_i-\psi_i$ for all $j$, which rearranges to $\psi_i-\psi_j\le\varphi_i-\varphi_j$. Multiplying by $w_{ij}$ and summing over $j$ gives the maximum principle
$$(L\psi)_i\le(L\varphi)_i .$$

Now suppose $L\varphi+f(\varphi)\le L\psi+f(\psi)$ at every vertex. At the vertex $i$ just described, the maximum principle leaves $f(\varphi_i)\le f(\psi_i)$, so $\varphi_i\le\psi_i$ because $f$ is strictly increasing. The largest value of $\varphi-\psi$ is therefore at most zero, and $\varphi\le\psi$ everywhere.

This comparison gives the monotone dependence on $\rho$ directly. Applied in both directions to two solutions with the same source, it gives uniqueness.

## Existence from the largest subsolution

If the graph has no vertices there is nothing to solve. Otherwise choose $m$ and $M$ with $f(m)=\min\rho$ and $f(M)=\max\rho$, so that $m\le M$. Call $\varphi$ a subsolution if $L\varphi+f(\varphi)\le\rho$ everywhere. The subsolutions with $m\le\varphi\le M$ form a closed and bounded set, which contains the constant $m$ because $L$ annihilates constants. The continuous function $\sum_j\varphi_j$ hence has a maximum on this set, at some $\varphi$.

This $\varphi$ solves the equation. Suppose instead that $(L\varphi)_i+f(\varphi_i)<\rho_i$ at some vertex $i$. Let $\psi$ equal $\varphi$ except that $\psi_i=\varphi_i+\delta$, with $\delta>0$ so small that the strict inequality at $i$ survives. At any other vertex $j$,
$$(L\psi)_j=(L\varphi)_j-w_{ji}\,\delta\le(L\varphi)_j,\qquad f(\psi_j)=f(\varphi_j),$$
so $\psi$ is again a subsolution. It lies above $m$ because $\psi\ge\varphi$. It lies below $M$ by comparison with the constant $M$, since $L\psi+f(\psi)\le\rho\le f(M)$. Thus $\psi$ belongs to the same set but has a sum larger by $\delta$, a contradiction.

## Surjectivity and the 3/2 power

On a nonempty graph, surjectivity of $f$ is also necessary for solving with every source. Take the constant source $y$ and a solution $\varphi$, highest at $i$ and lowest at $j$. Then $(L\varphi)_i\ge0\ge(L\varphi)_j$, so
$$f(\varphi_i)\le y\le f(\varphi_j)\le f(\varphi_i),$$
and $f(\varphi_i)=y$.

The Thomas–Fermi formula $c\,x^{3/2}$ applies for $x\ge0$. For $x<0$ the theory sets the density to zero, and a response that is constant there is neither strictly increasing nor onto. The proof therefore uses the odd extension $f(x)=c\,x\sqrt{|x|}$, with $c>0$, which is continuous, strictly increasing and onto, so the general result applies. If $\rho\ge0$, the zero potential satisfies $L0+f(0)=0\le\rho$, and comparison shows that the solution is nonnegative. There the extension agrees with $c\,x^{3/2}$. Conversely, every nonnegative solution of the $3/2$ equation solves the extended one, so there is only one.

## The Laplacian and the comparison principle in Lean

The vertices form a finite type `V`. Potentials and sources are functions `V → ℝ`, and the weights are a function `w : V → V → ℝ`.

```lean
import Mathlib

open Set

namespace GraphThomasFermi

noncomputable section

variable {V : Type*} [Fintype V]

/-- The graph Laplacian with weights `w`: `(L φ) i = ∑ j, w i j (φ i - φ j)`. -/
def laplacian (w : V → V → ℝ) (φ : V → ℝ) (i : V) : ℝ :=
  ∑ j, w i j * (φ i - φ j)
```

The sign convention makes `laplacian` the analogue of $-\nabla^2$. Diagonal weights `w i i` drop out.

```lean
/-- The Laplacian of a constant potential vanishes. -/
theorem laplacian_const (w : V → V → ℝ) (a : ℝ) (i : V) :
    laplacian w (fun _ => a) i = 0 := by
  simp [laplacian]

/-- Maximum principle: for nonnegative weights, at a vertex where `φ - ψ` is largest,
the Laplacian of `φ` is at least that of `ψ`. -/
theorem laplacian_le_at_max {w : V → V → ℝ} (hw : ∀ i j, 0 ≤ w i j)
    {φ ψ : V → ℝ} {i : V} (hi : ∀ j, φ j - ψ j ≤ φ i - ψ i) :
    laplacian w ψ i ≤ laplacian w φ i :=
  Finset.sum_le_sum fun j _ =>
    mul_le_mul_of_nonneg_left (by linarith [hi j]) (hw i j)
```

The hypothesis `hw` says that all weights are nonnegative. Nearest-neighbour finite differences satisfy it, while the usual fourth-order stencil has negative weights and does not. The proof is the termwise inequality from above, summed by `Finset.sum_le_sum`.

```lean
/-- Comparison principle: for nonnegative weights and strictly increasing `f`, if
`L φ + f(φ) ≤ L ψ + f(ψ)` at every vertex, then `φ ≤ ψ` at every vertex. -/
theorem comparison {w : V → V → ℝ} (hw : ∀ i j, 0 ≤ w i j)
    {f : ℝ → ℝ} (hf : StrictMono f) {φ ψ : V → ℝ}
    (h : ∀ i, laplacian w φ i + f (φ i) ≤ laplacian w ψ i + f (ψ i)) (k : V) :
    φ k ≤ ψ k := by
  have : Nonempty V := ⟨k⟩
  -- look at the vertex where the difference is largest
  obtain ⟨i, hi⟩ := Finite.exists_max (fun j => φ j - ψ j)
  have hL := laplacian_le_at_max hw hi
  have hfi : f (φ i) ≤ f (ψ i) := by linarith [h i]
  have hφi : φ i ≤ ψ i := not_lt.1 fun hlt => absurd hfi (not_le.2 (hf hlt))
  have hk : φ k - ψ k ≤ φ i - ψ i := hi k
  linarith
```

`StrictMono f` says that `f` is strictly increasing. For the Thomas–Fermi response at $\varphi\ge0$ this means that raising the local Fermi energy adds electrons. `Finite.exists_max` supplies the vertex `i` where the difference is largest, and the last lines carry the bound from `i` to the arbitrary vertex `k`. Continuity of `f` plays no part here.

## The maximising subsolution in Lean

```lean
/-- Existence: for nonnegative weights and a continuous, strictly increasing, surjective `f`,
the equation `L φ + f(φ) = ρ` has a solution for every source `ρ`. -/
theorem exists_solution {w : V → V → ℝ} (hw : ∀ i j, 0 ≤ w i j)
    {f : ℝ → ℝ} (hc : Continuous f) (hf : StrictMono f) (hs : Function.Surjective f)
    (ρ : V → ℝ) : ∃ φ : V → ℝ, ∀ i, laplacian w φ i + f (φ i) = ρ i := by
  classical
  rcases isEmpty_or_nonempty V with hV | hV
  · exact ⟨fun _ => 0, fun i => isEmptyElim i⟩
  obtain ⟨a, ha⟩ := Finite.exists_min ρ
  obtain ⟨b, hb⟩ := Finite.exists_max ρ
  obtain ⟨m, hm⟩ := hs (ρ a)
  obtain ⟨M, hM⟩ := hs (ρ b)
  have hmM : m ≤ M := not_lt.1 fun hlt => by
    have hfM := hf hlt
    linarith [ha b]
  have hcont : ∀ i, Continuous (fun φ : V → ℝ => laplacian w φ i + f (φ i)) := by
    intro i
    have hL : Continuous (fun φ : V → ℝ => laplacian w φ i) := by
      unfold laplacian
      fun_prop
    exact hL.add (hc.comp (continuous_apply i))
  -- the subsolutions between the constants `m` and `M` form a compact set
  have hclosed : IsClosed {φ : V → ℝ | ∀ i, laplacian w φ i + f (φ i) ≤ ρ i} := by
    rw [Set.ofPred_forall]
    exact isClosed_iInter fun i => isClosed_le (hcont i) continuous_const
  have hK : IsCompact (Icc (fun _ : V => m) (fun _ => M) ∩
      {φ : V → ℝ | ∀ i, laplacian w φ i + f (φ i) ≤ ρ i}) :=
    isCompact_Icc.inter_right hclosed
  have hne : (Icc (fun _ : V => m) (fun _ => M) ∩
      {φ : V → ℝ | ∀ i, laplacian w φ i + f (φ i) ≤ ρ i}).Nonempty := by
    refine ⟨fun _ => m, ⟨fun _ => le_rfl, fun _ => hmM⟩, fun i => ?_⟩
    rw [laplacian_const, zero_add, hm]
    exact ha i
  -- take the subsolution with the largest total potential
  obtain ⟨φ, ⟨hbox, hsub⟩, hmax⟩ := hK.exists_isMaxOn hne
    (f := fun φ : V → ℝ => ∑ j, φ j) (by fun_prop)
  refine ⟨φ, fun i => le_antisymm (hsub i) ?_⟩
  by_contra hnot
  have hlt := not_le.1 hnot
  -- otherwise the potential at `i` could be raised a little
  have hg : Continuous (fun t : ℝ => laplacian w (Function.update φ i (φ i + t)) i
      + f (Function.update φ i (φ i + t) i)) :=
    (hcont i).comp (continuous_const.update i (continuous_const.add continuous_id))
  obtain ⟨ε, hε, hball⟩ := Metric.isOpen_iff.1 (isOpen_lt hg continuous_const) 0
    (by simpa using hlt)
  have hmem : ε / 2 ∈ Metric.ball (0 : ℝ) ε := by
    rw [Metric.mem_ball, Real.dist_eq, sub_zero, abs_of_pos (half_pos hε)]
    linarith
  obtain ⟨ψ, hψi, hψj, hψρ⟩ : ∃ ψ : V → ℝ, ψ i = φ i + ε / 2 ∧ (∀ j, j ≠ i → ψ j = φ j) ∧
      laplacian w ψ i + f (ψ i) < ρ i :=
    ⟨Function.update φ i (φ i + ε / 2), by simp,
      fun j hj => Function.update_of_ne hj _ _, hball hmem⟩
  have hle : ∀ j, φ j ≤ ψ j := by
    intro j
    by_cases hj : j = i
    · rw [hj, hψi]; linarith
    · exact (hψj j hj).ge
  have hψsub : ∀ j, laplacian w ψ j + f (ψ j) ≤ ρ j := by
    intro j
    by_cases hj : j = i
    · rw [hj]; exact hψρ.le
    · have hL : laplacian w ψ j ≤ laplacian w φ j :=
        laplacian_le_at_max hw fun k => by linarith [hle k, hψj j hj]
      rw [hψj j hj]
      linarith [hsub j]
  have hψM : ∀ j, ψ j ≤ M := comparison hw hf (ψ := fun _ => M) fun j => by
    rw [laplacian_const, zero_add, hM]
    exact (hψsub j).trans (hb j)
  have hsum : ∑ j, ψ j ≤ ∑ j, φ j :=
    hmax ⟨⟨fun j => (hbox.1 j).trans (hle j), hψM⟩, hψsub⟩
  have hsum' : ∑ j, φ j < ∑ j, ψ j :=
    Finset.sum_lt_sum (fun j _ => hle j) ⟨i, Finset.mem_univ i, by linarith⟩
  linarith
```

The vertices `a` and `b` carry the smallest and largest source values, and surjectivity `hs` turns these into the constants `m` and `M`. The set of potentials between the two constants is `Icc`. Its intersection with the closed set of subsolutions is compact (`hK`) and nonempty (`hne`), so `exists_isMaxOn` returns the maximiser.

The raised potential is built with `Function.update`. Continuity in the size of the raise gives a radius `ε` within which the inequality at `i` stays strict, and the proof takes $\delta=\varepsilon/2$. At the other vertices, `hψsub` applies the maximum principle instead of computing the change $-w_{ji}\delta$: the difference `φ - ψ` is at most zero everywhere and vanishes at `j`, so it is largest there. `hψM` is the comparison with the constant `M`, and `hsum` and `hsum'` are the two contradictory inequalities between the sums.

## The main theorem and its converse in Lean

```lean
/-- Nonlinear Thomas-Fermi equation on a graph: for nonnegative weights and a continuous, strictly
increasing, surjective `f`, `L φ + f(φ) = ρ` has exactly one solution for every `ρ`, and solutions
for sources `ρ₁ ≤ ρ₂` (at every vertex) satisfy `φ₁ ≤ φ₂` at every vertex. -/
theorem existsUnique_and_monotone {w : V → V → ℝ} (hw : ∀ i j, 0 ≤ w i j)
    {f : ℝ → ℝ} (hc : Continuous f) (hf : StrictMono f) (hs : Function.Surjective f) :
    (∀ ρ : V → ℝ, ∃! φ : V → ℝ, ∀ i, laplacian w φ i + f (φ i) = ρ i) ∧
    ∀ ρ₁ ρ₂ φ₁ φ₂ : V → ℝ, (∀ i, laplacian w φ₁ i + f (φ₁ i) = ρ₁ i) →
      (∀ i, laplacian w φ₂ i + f (φ₂ i) = ρ₂ i) →
      (∀ i, ρ₁ i ≤ ρ₂ i) → ∀ i, φ₁ i ≤ φ₂ i := by
  refine ⟨fun ρ => ?_, fun ρ₁ ρ₂ φ₁ φ₂ h₁ h₂ h => comparison hw hf fun i => ?_⟩
  · obtain ⟨φ, hφ⟩ := exists_solution hw hc hf hs ρ
    refine ⟨φ, hφ, fun ψ hψ => funext fun i => le_antisymm ?_ ?_⟩
    · exact comparison hw hf (fun j => ((hψ j).trans (hφ j).symm).le) i
    · exact comparison hw hf (fun j => ((hφ j).trans (hψ j).symm).le) i
  · rw [h₁, h₂]; exact h i
```

The first half states with `∃!` that each source has exactly one potential. The second takes any two solved equations with ordered sources and concludes that the potentials are ordered in the same way. Strict monotonicity makes `f` injective, so together with `hs` it is a bijection. Both halves follow from `comparison`, with `exists_solution` supplying the potential.

The same `f` acts at every vertex, and no boundary values are imposed. Passing from the grid to the differential equation needs a separate convergence argument as the spacing shrinks.

```lean
/-- On a nonempty graph with nonnegative weights and for continuous, strictly increasing `f`,
the equation is solvable for every source exactly when `f` takes every real value. -/
theorem solvable_iff_surjective [Nonempty V] {w : V → V → ℝ} (hw : ∀ i j, 0 ≤ w i j)
    {f : ℝ → ℝ} (hc : Continuous f) (hf : StrictMono f) :
    (∀ ρ : V → ℝ, ∃ φ : V → ℝ, ∀ i, laplacian w φ i + f (φ i) = ρ i) ↔
      Function.Surjective f := by
  refine ⟨fun h y => ?_, fun hs => exists_solution hw hc hf hs⟩
  -- compare the highest and the lowest potential for a constant source
  obtain ⟨φ, hφ⟩ := h fun _ => y
  obtain ⟨i, hi⟩ := Finite.exists_max φ
  obtain ⟨j, hj⟩ := Finite.exists_min φ
  have h₁ : laplacian w (fun _ => 0) i ≤ laplacian w φ i :=
    laplacian_le_at_max hw fun k => by linarith [hi k]
  have h₂ : laplacian w φ j ≤ laplacian w (fun _ => 0) j :=
    laplacian_le_at_max hw fun k => by linarith [hj k]
  rw [laplacian_const] at h₁ h₂
  have h₃ : f (φ j) ≤ f (φ i) := hf.monotone (hi j)
  exact ⟨φ i, by linarith [hφ i, hφ j]⟩
```

The assumption `[Nonempty V]` is needed because on an empty graph every source is solved trivially, whatever `f` is. The inequalities `h₁` and `h₂` compare `φ` with the zero potential at its highest and lowest vertices.

## The Thomas–Fermi response in Lean

```lean
/-- The Thomas-Fermi density response `c x^(3/2)`, extended to negative `x` as an odd function. -/
def tfResponse (c x : ℝ) : ℝ := c * (x * √|x|)

/-- For nonnegative potential the response is `c x^(3/2)`. -/
theorem tfResponse_of_nonneg (c : ℝ) {x : ℝ} (hx : 0 ≤ x) :
    tfResponse c x = c * x ^ (3 / 2 : ℝ) := by
  rw [tfResponse, abs_of_nonneg hx, Real.sqrt_eq_rpow,
    show (3 / 2 : ℝ) = 1 + 1 / 2 by norm_num,
    Real.rpow_add_of_nonneg hx (by norm_num) (by norm_num), Real.rpow_one]
```

This lemma identifies the odd extension with the physical response at nonnegative argument. At negative argument the extension is an auxiliary device: Thomas–Fermi theory puts no electrons there.

```lean
/-- For `c > 0` the odd extension `tfResponse c` of the Thomas-Fermi response is continuous,
strictly increasing and surjective. -/
theorem tfResponse_regular {c : ℝ} (hc : 0 < c) :
    Continuous (tfResponse c) ∧ StrictMono (tfResponse c) ∧
      Function.Surjective (tfResponse c) := by
  have hodd : ∀ x, tfResponse c (-x) = -tfResponse c x := fun x => by simp [tfResponse]
  have hpos : ∀ y, 0 ≤ y → ∃ x, tfResponse c x = y := fun y hy => by
    have hyc : 0 ≤ y / c := div_nonneg hy hc.le
    refine ⟨(y / c) ^ (2 / 3 : ℝ), ?_⟩
    rw [tfResponse_of_nonneg c (Real.rpow_nonneg hyc _), ← Real.rpow_mul hyc,
      show (2 / 3 : ℝ) * (3 / 2) = 1 by norm_num, Real.rpow_one]
    field_simp
  refine ⟨by unfold tfResponse; fun_prop, ?_, fun y => ?_⟩
  · refine strictMono_of_odd_strictMonoOn_nonneg hodd fun x hx y hy hxy => ?_
    rw [tfResponse_of_nonneg c (mem_Ici.1 hx), tfResponse_of_nonneg c (mem_Ici.1 hy)]
    exact mul_lt_mul_of_pos_left
      (Real.rpow_lt_rpow (mem_Ici.1 hx) hxy (by norm_num)) hc
  · rcases le_total 0 y with hy | hy
    · exact hpos y hy
    · obtain ⟨x, hx⟩ := hpos (-y) (by linarith)
      exact ⟨-x, by rw [hodd, hx, neg_neg]⟩
```

Strict monotonicity is proved for nonnegative arguments and carried over by oddness. Surjectivity uses the explicit preimage $(y/c)^{2/3}$ of $y\ge0$, and oddness again for negative $y$.

```lean
/-- For nonnegative weights, `c > 0` and a nonnegative source `ρ`, the Thomas-Fermi equation
`L φ + c φ^(3/2) = ρ` has exactly one nonnegative solution. -/
theorem thomasFermi_existsUnique {w : V → V → ℝ} (hw : ∀ i j, 0 ≤ w i j)
    {c : ℝ} (hc : 0 < c) {ρ : V → ℝ} (hρ : ∀ i, 0 ≤ ρ i) :
    ∃! φ : V → ℝ, (∀ i, 0 ≤ φ i) ∧
      ∀ i, laplacian w φ i + c * φ i ^ (3 / 2 : ℝ) = ρ i := by
  obtain ⟨hcont, hmono, hsurj⟩ := tfResponse_regular hc
  obtain ⟨φ, hφ, huniq⟩ := (existsUnique_and_monotone hw hcont hmono hsurj).1 ρ
  -- the zero potential is a subsolution
  have h0 : ∀ i, 0 ≤ φ i := comparison hw hmono (φ := fun _ => 0) fun i => by
    rw [laplacian_const, hφ i]
    simpa [tfResponse] using hρ i
  refine ⟨φ, ⟨h0, fun i => ?_⟩, fun ψ hψ => huniq ψ fun i => ?_⟩
  · rw [← tfResponse_of_nonneg c (h0 i)]; exact hφ i
  · rw [tfResponse_of_nonneg c (hψ.1 i)]; exact hψ.2 i

end

end GraphThomasFermi
```

Nonnegativity of `φ` is part of what `∃!` quantifies over, so uniqueness is claimed among nonnegative potentials. The step `h0` compares the solution with the zero potential, and the two final lines translate between the odd extension and the $3/2$ power. The constant `c` may be any positive number, which leaves room for other units or spin degeneracies.

```lean
#print axioms GraphThomasFermi.solvable_iff_surjective
-- 'GraphThomasFermi.solvable_iff_surjective' depends on axioms: [propext, Classical.choice, Quot.sound]
#print axioms GraphThomasFermi.thomasFermi_existsUnique
-- 'GraphThomasFermi.thomasFermi_existsUnique' depends on axioms: [propext, Classical.choice, Quot.sound]
```
